# Robertson's determinant inequality for finitely many Hermitian matrices in a pure state

## Can a covariance table pass every pairwise test and still be impossible?

If I check uncertainties only two observables at a time, I can accept a table of numbers that no quantum state produces. Suppose four observables are claimed to have unit variances, covariances $S_{13}=1/2$ and $S_{24}=-1/2$, and commutator means $W_{12}=W_{34}=1$, with all other independent entries zero. Every pair satisfies $S_{jj}S_{kk}\ge S_{jk}^2+W_{jk}^2$. Yet $\det S=9/16$ and $\det W=1$, which Robertson's determinant inequality forbids.

The inequality says that for Hermitian $A_1,\dots,A_n$ and a unit vector $\psi$, $\det W\le\det S$, where
$$S_{jk}=\tfrac12\langle A_jA_k+A_kA_j\rangle-\langle A_j\rangle\langle A_k\rangle,\qquad W_{jk}=\frac{\langle[A_j,A_k]\rangle}{2i},$$
and $\langle M\rangle=\psi^\dagger M\psi$. I would like to see this derived rigorously for every $n$, and checked by machine. How does it go?

## From deviation vectors to determinants

The proof turns the Cauchy–Schwarz inequality into a bound on bilinear forms, and then that bound into one on determinants.

**Overlaps.** Let $a_j=\langle A_j\rangle$, which is real, and $d_j=(A_j-a_j)\psi$. Since $\psi^\dagger\psi=1$,
$$d_j^\dagger d_k=\langle A_jA_k\rangle-a_ja_k-a_ja_k+a_ja_k=\langle A_jA_k\rangle-a_ja_k.$$
Splitting $A_jA_k$ into half the anticommutator plus half the commutator of $A_j$ and $A_k$ gives $d_j^\dagger d_k=S_{jk}+iW_{jk}$. Both $S_{jk}$ and $W_{jk}$ are real, because $A_jA_k+A_kA_j$ and $[A_j,A_k]/i$ are Hermitian, and $S$ is symmetric by its definition.

**Real combinations.** For real vectors $x,y$, put $u(x)=\sum_j x_jd_j$. Then
$$u(x)^\dagger u(y)=x\cdot Sy+i\,x\cdot Wy.$$
Taking $y=x$ gives $x\cdot Sx=\|u(x)\|^2\ge0$. The imaginary part of a number is at most its modulus, so Cauchy–Schwarz yields
$$(x\cdot Wy)^2\le(x\cdot Sx)(y\cdot Sy).$$

**Singular $S$.** If $\det S=0$, there is $y\ne0$ with $Sy=0$. Choosing $x=Wy$ gives $\|Wy\|^4\le0$, hence $Wy=0$ and $\det W=0$.

**Nonsingular $S$.** Let $v_i$ be orthonormal eigenvectors of $S$ with eigenvalues $l_i$. Each $l_i=v_i\cdot Sv_i$ is nonnegative and their product is nonzero, so all are positive. Let $P$ have columns $v_i/\sqrt{l_i}$. Then $P^TSP=1$, and $K=P^TWP$ satisfies
$$(x\cdot Ky)^2\le(x\cdot x)(y\cdot y).$$

Let $w_i$ be orthonormal eigenvectors of $K^TK$ with eigenvalues $\mu_i=\|Kw_i\|^2\ge0$. Setting $x=Kw_i$ and $y=w_i$ gives $\mu_i^2\le\mu_i$, so $\mu_i\le1$. Therefore $(\det K)^2=\prod_i\mu_i\le1$. Finally, $(\det P)^2\det S=1$ and $\det K=(\det P)^2\det W$. Dividing $|\det K|\le1$ by $(\det P)^2$ gives $|\det W|\le\det S$, and so $\det W\le\det S$.

## The inequality and its proof in Lean

```lean
import Mathlib

open Matrix

namespace RobertsonDeterminant

noncomputable section

variable {m ι : Type*} [Fintype m] [Fintype ι]

/-- The expectation value `⟨M⟩ = ψ† M ψ`. -/
def expect (ψ : m → ℂ) (M : Matrix m m ℂ) : ℂ := star ψ ⬝ᵥ (M *ᵥ ψ)

/-- The symmetrised covariance `⟨AB + BA⟩/2 - ⟨A⟩⟨B⟩`, with each expectation value replaced by its
real part. -/
def cov (ψ : m → ℂ) (A B : Matrix m m ℂ) : ℝ :=
  (expect ψ (A * B + B * A)).re / 2 - (expect ψ A).re * (expect ψ B).re

/-- The commutator mean `⟨[A, B]⟩/(2i)`, taken as a real number. -/
def commMean (ψ : m → ℂ) (A B : Matrix m m ℂ) : ℝ :=
  (expect ψ (A * B - B * A) / (2 * Complex.I)).re

/-- The covariance matrix `S` of a family of observables. -/
def covMatrix (ψ : m → ℂ) (A : ι → Matrix m m ℂ) : Matrix ι ι ℝ :=
  Matrix.of fun j k => cov ψ (A j) (A k)

/-- The commutator matrix `W` of a family of observables. -/
def commMatrix (ψ : m → ℂ) (A : ι → Matrix m m ℂ) : Matrix ι ι ℝ :=
  Matrix.of fun j k => commMean ψ (A j) (A k)

/-- The vector `(A - Re ⟨A⟩) ψ`. For Hermitian `A` this is the deviation vector `(A - ⟨A⟩) ψ`. -/
def deviation (ψ : m → ℂ) (A : Matrix m m ℂ) : m → ℂ :=
  A *ᵥ ψ - ((expect ψ A).re : ℂ) • ψ

/-- The expectation value of the adjoint is the complex conjugate expectation value. -/
theorem expect_conjTranspose (ψ : m → ℂ) (M : Matrix m m ℂ) :
    expect ψ Mᴴ = star (expect ψ M) := by
  unfold expect
  rw [Matrix.star_dotProduct, Matrix.star_mulVec, conjTranspose_conjTranspose,
    ← Matrix.dotProduct_mulVec]

/-- For Hermitian observables the complex expressions for the covariance and the commutator
mean are real, and equal to `cov` and `commMean`. -/
theorem moments_real (ψ : m → ℂ) {A B : Matrix m m ℂ} (hA : A.IsHermitian)
    (hB : B.IsHermitian) :
    (cov ψ A B : ℂ) = expect ψ (A * B + B * A) / 2 - expect ψ A * expect ψ B ∧
    (commMean ψ A B : ℂ) = expect ψ (A * B - B * A) / (2 * Complex.I) := by
  have real : ∀ C : Matrix m m ℂ, C.IsHermitian → (expect ψ C).im = 0 := by
    intro C hC
    have h := expect_conjTranspose ψ C
    rw [hC.eq] at h
    exact Complex.conj_eq_iff_im.mp h.symm
  have sw : expect ψ (B * A) = star (expect ψ (A * B)) := by
    rw [← expect_conjTranspose, conjTranspose_mul, hA.eq, hB.eq]
  have ea : expect ψ (A * B + B * A) = expect ψ (A * B) + star (expect ψ (A * B)) := by
    rw [← sw]; simp only [expect, Matrix.add_mulVec, dotProduct_add]
  have es : expect ψ (A * B - B * A) = expect ψ (A * B) - star (expect ψ (A * B)) := by
    rw [← sw]; simp only [expect, Matrix.sub_mulVec, dotProduct_sub]
  constructor
  · rw [cov, ea]
    apply Complex.ext <;> simp [real A hA, real B hB]
  · have hw : expect ψ (A * B - B * A) / (2 * Complex.I) = ((expect ψ (A * B)).im : ℂ) := by
      rw [es, div_eq_iff (by simp)]
      apply Complex.ext <;> simp
      ring
    rw [commMean, hw, Complex.ofReal_re]

/-- In a normalised state the overlap of two deviation vectors is the covariance plus `i`
times the commutator mean. -/
theorem deviation_inner {ψ : m → ℂ} (hψ : star ψ ⬝ᵥ ψ = 1) {A B : Matrix m m ℂ}
    (hA : A.IsHermitian) (hB : B.IsHermitian) :
    star (deviation ψ A) ⬝ᵥ deviation ψ B = cov ψ A B + commMean ψ A B * Complex.I := by
  have real : ∀ C : Matrix m m ℂ, C.IsHermitian → expect ψ C = ((expect ψ C).re : ℂ) := by
    intro C hC
    have h := expect_conjTranspose ψ C
    rw [hC.eq] at h
    exact (Complex.conj_eq_iff_re.mp h.symm).symm
  have e1 : star (A *ᵥ ψ) ⬝ᵥ (B *ᵥ ψ) = expect ψ (A * B) := by
    rw [Matrix.star_mulVec, hA.eq, ← Matrix.dotProduct_mulVec, Matrix.mulVec_mulVec]; rfl
  have e2 : star (A *ᵥ ψ) ⬝ᵥ ψ = expect ψ A := by
    rw [Matrix.star_mulVec, hA.eq, ← Matrix.dotProduct_mulVec]; rfl
  have e3 : star ψ ⬝ᵥ (B *ᵥ ψ) = expect ψ B := rfl
  have hl : star (deviation ψ A) ⬝ᵥ deviation ψ B
      = expect ψ (A * B) - expect ψ A * expect ψ B := by
    simp only [deviation, star_sub, star_smul, sub_dotProduct, dotProduct_sub,
      smul_dotProduct, dotProduct_smul, e1, e2, e3, hψ, smul_eq_mul, Complex.star_def,
      Complex.conj_ofReal]
    linear_combination (expect ψ B - ((expect ψ B).re : ℂ)) * real A hA
  have ea : expect ψ (A * B + B * A) = expect ψ (A * B) + expect ψ (B * A) := by
    simp only [expect, Matrix.add_mulVec, dotProduct_add]
  have es : expect ψ (A * B - B * A) = expect ψ (A * B) - expect ψ (B * A) := by
    simp only [expect, Matrix.sub_mulVec, dotProduct_sub]
  rw [hl, (moments_real ψ hA hB).1, (moments_real ψ hA hB).2, ea, es]
  have hI : Complex.I ≠ 0 := Complex.I_ne_zero
  field_simp
  ring

/-- For real combinations `x`, `y` of Hermitian observables in a normalised state, the variance
`x·Sx` is nonnegative, and the squared commutator mean `x·Wy` is at most the product of the two
variances. -/
theorem combination_uncertainty {ψ : m → ℂ} (hψ : star ψ ⬝ᵥ ψ = 1)
    {A : ι → Matrix m m ℂ} (hA : ∀ j, (A j).IsHermitian) (x y : ι → ℝ) :
    0 ≤ x ⬝ᵥ covMatrix ψ A *ᵥ x ∧ (x ⬝ᵥ commMatrix ψ A *ᵥ y) ^ 2 ≤
      (x ⬝ᵥ covMatrix ψ A *ᵥ x) * (y ⬝ᵥ covMatrix ψ A *ᵥ y) := by
  -- collect the deviation vectors as the columns of a matrix
  obtain ⟨D, hD⟩ : ∃ D : Matrix m ι ℂ, ∀ j k, (Dᴴ * D) j k
      = cov ψ (A j) (A k) + commMean ψ (A j) (A k) * Complex.I :=
    ⟨Matrix.of fun a j => deviation ψ (A j) a, fun j k => deviation_inner hψ (hA j) (hA k)⟩
  let u : (ι → ℝ) → EuclideanSpace ℂ m := fun z => WithLp.toLp 2 (D *ᵥ fun j => (z j : ℂ))
  have key : ∀ z w : ι → ℝ, (inner ℂ (u z) (u w)).re = z ⬝ᵥ covMatrix ψ A *ᵥ w ∧
      (inner ℂ (u z) (u w)).im = z ⬝ᵥ commMatrix ψ A *ᵥ w := by
    intro z w
    rw [EuclideanSpace.inner_toLp_toLp, dotProduct_comm, Matrix.star_mulVec,
      ← Matrix.dotProduct_mulVec, Matrix.mulVec_mulVec]
    constructor <;> simp [dotProduct, Matrix.mulVec, hD, covMatrix, commMatrix]
  have n : ∀ z, z ⬝ᵥ covMatrix ψ A *ᵥ z = ‖u z‖ ^ 2 := fun z =>
    (key z z).1.symm.trans (inner_self_eq_norm_sq (𝕜 := ℂ) (u z))
  rw [n, n, ← (key x y).2, ← mul_pow]
  refine ⟨by positivity, ?_⟩
  rw [← sq_abs]
  exact pow_le_pow_left₀ (abs_nonneg _)
    ((Complex.abs_im_le_norm _).trans (norm_inner_le_norm _ _)) 2

/-- A real symmetric matrix has an orthonormal family of eigenvectors, and its determinant is
the product of the eigenvalues. -/
theorem exists_eigenbasis [DecidableEq ι] {M : Matrix ι ι ℝ} (hM : Mᵀ = M) :
    ∃ (v : ι → ι → ℝ) (l : ι → ℝ), (∀ i j, v i ⬝ᵥ v j = if i = j then 1 else 0) ∧
      (∀ i, M *ᵥ v i = l i • v i) ∧ M.det = ∏ i, l i := by
  have hH : M.IsHermitian := by
    rw [Matrix.IsHermitian, conjTranspose_eq_transpose_of_trivial]; exact hM
  refine ⟨fun i => (hH.eigenvectorBasis i).ofLp, hH.eigenvalues, ?_,
    fun i => hH.mulVec_eigenvectorBasis i, by simpa using hH.det_eq_prod_eigenvalues⟩
  intro i j
  have h := orthonormal_iff_ite.mp hH.eigenvectorBasis.orthonormal i j
  rw [EuclideanSpace.inner_eq_star_dotProduct, star_trivial, dotProduct_comm] at h
  exact h

/-- If a nonnegative symmetric form `S` bounds a bilinear form `W` by
`(x·Wy)² ≤ (x·Sx)(y·Sy)`, then `|det W| ≤ det S`. -/
theorem abs_det_le_of_form_bound [DecidableEq ι] {S W : Matrix ι ι ℝ} (hS : Sᵀ = S)
    (hpos : ∀ x, 0 ≤ x ⬝ᵥ S *ᵥ x)
    (h : ∀ x y, (x ⬝ᵥ W *ᵥ y) ^ 2 ≤ (x ⬝ᵥ S *ᵥ x) * (y ⬝ᵥ S *ᵥ y)) :
    |W.det| ≤ S.det := by
  by_cases h0 : S.det = 0
  · -- a null vector of `S` is a null vector of `W`
    obtain ⟨y, hy, hSy⟩ := Matrix.exists_mulVec_eq_zero_iff.mpr h0
    have h1 := h (W *ᵥ y) y
    rw [hSy, dotProduct_zero, mul_zero] at h1
    have h2 : W *ᵥ y = 0 :=
      dotProduct_self_eq_zero.mp (pow_eq_zero_iff two_ne_zero |>.mp (le_antisymm h1 (sq_nonneg _)))
    rw [h0, Matrix.exists_mulVec_eq_zero_iff.mp ⟨y, hy, h2⟩, abs_zero]
  obtain ⟨v, l, ho, hv, hd⟩ := exists_eigenbasis hS
  have hl : ∀ i, 0 < l i := by
    intro i
    have h1 := hpos (v i)
    rw [hv, dotProduct_smul, ho, if_pos rfl, smul_eq_mul, mul_one] at h1
    exact lt_of_le_of_ne h1 fun h2 => h0 (hd.trans (Finset.prod_eq_zero (Finset.mem_univ i) h2.symm))
  obtain ⟨s, hs0, hs⟩ : ∃ s : ι → ℝ, (∀ i, s i ≠ 0) ∧ ∀ i, l i = s i * s i :=
    ⟨fun i => √(l i), fun i => (Real.sqrt_pos.mpr (hl i)).ne',
      fun i => (Real.mul_self_sqrt (hl i).le).symm⟩
  -- rescaled eigenvectors turn `S` into the identity
  obtain ⟨P, hP⟩ : ∃ P : Matrix ι ι ℝ, Pᵀ * S * P = 1 := by
    refine ⟨Matrix.of fun a i => ((s i)⁻¹ • v i) a, ?_⟩
    ext i j
    rw [Matrix.mul_assoc]
    change ((s i)⁻¹ • v i) ⬝ᵥ (S *ᵥ ((s j)⁻¹ • v j)) = _
    rw [Matrix.mulVec_smul, hv, smul_dotProduct, dotProduct_smul, dotProduct_smul, ho,
      Matrix.one_apply]
    by_cases hij : i = j
    · subst hij
      have := hs0 i
      simp only [smul_eq_mul, ↓reduceIte, mul_one]
      rw [hs i]
      field_simp
    · simp [hij]
  have form : ∀ (M : Matrix ι ι ℝ) (x y : ι → ℝ),
      x ⬝ᵥ (Pᵀ * M * P) *ᵥ y = (P *ᵥ x) ⬝ᵥ M *ᵥ (P *ᵥ y) := by
    intro M x y
    rw [Matrix.mul_assoc, ← Matrix.mulVec_mulVec, Matrix.dotProduct_mulVec,
      Matrix.vecMul_transpose, ← Matrix.mulVec_mulVec]
  obtain ⟨K, hK⟩ : ∃ K, K = Pᵀ * W * P := ⟨_, rfl⟩
  have hc : ∀ x y, (x ⬝ᵥ K *ᵥ y) ^ 2 ≤ (x ⬝ᵥ x) * (y ⬝ᵥ y) := by
    intro x y
    have h1 := h (P *ᵥ x) (P *ᵥ y)
    rwa [← form, ← form, ← form, hP, Matrix.one_mulVec, Matrix.one_mulVec, ← hK] at h1
  -- the eigenvalues of `KᵀK` lie between 0 and 1
  obtain ⟨w, μ, wo, hw, hdet⟩ := exists_eigenbasis (M := Kᵀ * K)
    (by rw [transpose_mul, transpose_transpose])
  have hμ : ∀ i, μ i = (K *ᵥ w i) ⬝ᵥ (K *ᵥ w i) := by
    intro i
    have h1 : w i ⬝ᵥ (Kᵀ * K) *ᵥ w i = (K *ᵥ w i) ⬝ᵥ (K *ᵥ w i) := by
      rw [← Matrix.mulVec_mulVec, Matrix.dotProduct_mulVec, Matrix.vecMul_transpose]
    rw [← h1, hw, dotProduct_smul, wo, if_pos rfl, smul_eq_mul, mul_one]
  have hμ0 : ∀ i, 0 ≤ μ i := fun i => by
    rw [hμ]; exact Finset.sum_nonneg fun _ _ => mul_self_nonneg _
  have hμ1 : ∀ i, μ i ≤ 1 := by
    intro i
    have h1 := hc (K *ᵥ w i) (w i)
    rw [← hμ, wo, if_pos rfl] at h1
    nlinarith [hμ0 i]
  have hK1 : |K.det| ≤ 1 := by
    apply (sq_le_one_iff_abs_le_one _).mp
    have h1 : K.det ^ 2 = ∏ i, μ i := by rw [← hdet, det_mul, det_transpose, sq]
    rw [h1]
    exact Finset.prod_le_one (fun i _ => hμ0 i) (fun i _ => hμ1 i)
  -- undo the rescaling
  have hp : P.det ^ 2 * S.det = 1 := by
    have h1 := congrArg Matrix.det hP
    rw [det_mul, det_mul, det_transpose, det_one] at h1
    linarith [h1, (by ring : P.det ^ 2 * S.det = P.det * S.det * P.det)]
  have hp0 : 0 < P.det ^ 2 := by
    refine lt_of_le_of_ne (sq_nonneg _) fun h1 => ?_
    rw [← h1, zero_mul] at hp
    exact zero_ne_one hp
  have hk : K.det = P.det ^ 2 * W.det := by
    rw [hK, det_mul, det_mul, det_transpose]; ring
  rw [hk, abs_mul, abs_of_pos hp0, ← hp] at hK1
  exact le_of_mul_le_mul_left hK1 hp0

/-- Robertson determinant inequality: for finitely many Hermitian observables in a normalised
state, `det W ≤ det S`. -/
theorem robertson_det [DecidableEq ι] {ψ : m → ℂ} (hψ : star ψ ⬝ᵥ ψ = 1)
    {A : ι → Matrix m m ℂ} (hA : ∀ j, (A j).IsHermitian) :
    (commMatrix ψ A).det ≤ (covMatrix ψ A).det := by
  refine (le_abs_self _).trans (abs_det_le_of_form_bound ?_
    (fun x => (combination_uncertainty hψ hA x x).1)
    (fun x y => (combination_uncertainty hψ hA x y).2))
  ext j k
  change cov ψ (A k) (A j) = cov ψ (A j) (A k)
  unfold cov
  rw [add_comm (A k * A j), mul_comm (expect ψ (A k)).re]

/-- The commutator matrix is antisymmetric, and its determinant vanishes for an odd number of
observables. -/
theorem commMatrix_antisymm [DecidableEq ι] (ψ : m → ℂ) (A : ι → Matrix m m ℂ) :
    (commMatrix ψ A)ᵀ = -commMatrix ψ A ∧
      (Odd (Fintype.card ι) → (commMatrix ψ A).det = 0) := by
  have anti : (commMatrix ψ A)ᵀ = -commMatrix ψ A := by
    ext j k
    change commMean ψ (A k) (A j) = -commMean ψ (A j) (A k)
    have h : expect ψ (A k * A j - A j * A k) = -expect ψ (A j * A k - A k * A j) := by
      simp only [expect, Matrix.sub_mulVec, dotProduct_sub, neg_sub]
    rw [commMean, commMean, h, neg_div, Complex.neg_re]
  refine ⟨anti, fun hodd => ?_⟩
  have h := congrArg Matrix.det anti
  rw [det_transpose, det_neg, hodd.neg_one_pow] at h
  linarith

/-- Schrödinger uncertainty relation for Hermitian observables in a normalised state: the product of
two variances is at least the squared covariance plus the squared commutator mean. -/
theorem schrodinger_uncertainty {ψ : m → ℂ} (hψ : star ψ ⬝ᵥ ψ = 1) {A B : Matrix m m ℂ}
    (hA : A.IsHermitian) (hB : B.IsHermitian) :
    cov ψ A B ^ 2 + commMean ψ A B ^ 2 ≤ cov ψ A A * cov ψ B B := by
  have h := robertson_det hψ (A := ![A, B]) (Fin.forall_fin_two.mpr ⟨hA, hB⟩)
  rw [det_fin_two, det_fin_two] at h
  change commMean ψ A A * commMean ψ B B - commMean ψ A B * commMean ψ B A
    ≤ cov ψ A A * cov ψ B B - cov ψ A B * cov ψ B A at h
  have hw : commMean ψ B A = -commMean ψ A B :=
    congrFun (congrFun (commMatrix_antisymm ψ ![A, B]).1 0) 1
  have h0 : commMean ψ A A = 0 := by simp [commMean, expect]
  have hc : cov ψ B A = cov ψ A B := by
    unfold cov
    rw [add_comm (B * A), mul_comm (expect ψ B).re]
  rw [hw, h0, hc] at h
  linarith [h, sq (cov ψ A B), sq (commMean ψ A B)]

/-- For the Pauli matrices `σx`, `σy` in the state `(1, 0)` both determinants equal one, so
the determinant inequality is an equality. -/
theorem spin_half_equality :
    (covMatrix ![1, 0] ![!![0, 1; 1, 0], !![0, -Complex.I; Complex.I, 0]]).det = 1 ∧
    (commMatrix ![1, 0] ![!![0, 1; 1, 0], !![0, -Complex.I; Complex.I, 0]]).det = 1 := by
  constructor
  · rw [det_fin_two]
    simp [covMatrix, cov, expect, Matrix.mulVec, dotProduct, Fin.sum_univ_succ]
  · rw [det_fin_two]
    simp [commMatrix, commMean, expect, Matrix.mulVec, dotProduct, Fin.sum_univ_succ,
      Complex.div_re, Complex.normSq_apply]
    try norm_num

end

end RobertsonDeterminant
```

```lean
#print axioms RobertsonDeterminant.robertson_det
-- 'RobertsonDeterminant.robertson_det' depends on axioms: [propext, Classical.choice, Quot.sound]
#print axioms RobertsonDeterminant.schrodinger_uncertainty
-- 'RobertsonDeterminant.schrodinger_uncertainty' depends on axioms: [propext, Classical.choice, Quot.sound]
#print axioms RobertsonDeterminant.spin_half_equality
-- 'RobertsonDeterminant.spin_half_equality' depends on axioms: [propext, Classical.choice, Quot.sound]
```

## What `robertson_det` says about the physics

The finite type `m` labels the basis states and the finite type `ι` labels the observables. The state is `ψ : m → ℂ`, and `hψ` says that it is normalised. The family `A` assigns a complex matrix to each label, and `hA` says that every one of them is Hermitian. The conclusion is the inequality between the determinants of `commMatrix ψ A` and `covMatrix ψ A`.

Both matrices have real entries, because `cov` and `commMean` take real parts. For Hermitian observables this discards nothing: `moments_real` proves that the full complex expressions equal these real numbers. The factor $1/(2i)$ fixes the sign and scale of $W$, and no value of $\hbar$ enters.

The theorem covers pure states in finite dimension. Density matrices are not treated, nor are unbounded operators such as position and momentum on the line. Within those limits, it gives a consistency check on covariances and commutator means computed for a finite spin system or a finite-basis model, provided that both are formed from products of the same matrices `A j`.

The strength of the bound depends on the number of observables. `commMatrix_antisymm` shows that $W^T=-W$ and that $\det W=0$ when the number is odd, so for three observables the inequality says only that $\det S\ge0$. In the smallest nonempty case, $n=1$, it says that a variance is nonnegative. With no observables, both determinants are 1.

For two observables, `schrodinger_uncertainty` expands the determinants into
$$S_{12}^2+W_{12}^2\le S_{11}S_{22}.$$
The bound can be attained: `spin_half_equality` takes $\sigma_x$ and $\sigma_y$ in the state $(1,0)$, where both variances are 1, the covariance is 0 and $W_{12}=1$. Both determinants are then 1.

## How the lemmas follow the derivation

`expect_conjTranspose` shows that taking the adjoint conjugates the expectation value, which makes Hermitian expectation values real. `deviation_inner` uses this and normalisation to compute $d_j^\dagger d_k$.

In `combination_uncertainty`, the deviation vectors are the columns of a matrix `D`, and `u` forms their real combinations. The local statement `key` identifies the real and imaginary parts of the overlap with the forms of $S$ and $W$. Mathlib's `norm_inner_le_norm` supplies Cauchy–Schwarz.

`exists_eigenbasis` packages the spectral theorem for a real symmetric matrix, together with the determinant as the product of eigenvalues. It is used twice in `abs_det_le_of_form_bound`, once for $S$ and once for $K^TK$. That lemma is pure linear algebra and contains the split on `S.det = 0`. In the nonsingular branch, `hP` is $P^TSP=1$, `hc` is the bound on $K$, and `hμ1` deduces $\mu_i\le1$ from $\mu_i^2\le\mu_i$ by `nlinarith`. The closing lines take determinants of `hP` and `hK` and cancel the positive factor $(\det P)^2$.

`robertson_det` then checks that $S$ is symmetric, feeds in the two parts of `combination_uncertainty`, and passes from $|\det W|$ to $\det W$. For odd families, `commMatrix_antisymm` takes the determinant of $W^T=-W$, which gives $\det W=-\det W$.
